# Mean nucleation time of a single cluster under detailed balance

Let clusters have sizes 1 to N. A cluster of size n gains a monomer at rate b_n and, for n > 1, loses one at rate a_n. The c_n are equilibrium concentrations, with a_(n+1) c_(n+1) = b_n c_n, and T_n is the mean time to reach N from size n. If I hold the monomers at c_1 and remove clusters at N, the steady flux is J = 1/Σ 1/(b_n c_n), summed over n < N. I would then expect a monomer to need the time c_1/J. But the formula I was given for T_1 has c_1 + … + c_n in the numerator, not c_1. Where do the other concentrations come from?

## Time spent at every size below N

Your c_1/J counts only the time spent at size one. For N > 2 a growing cluster also spends time at the sizes from 2 to N − 1, and it can shrink back through them.

Take N ≥ 2. From size one the mean wait is 1/b_1, followed by a step up. From a size n with 1 < n < N it is 1/(a_n + b_n), followed by a step up or down. Averaging over the first step gives, with T_N = 0,

b_1 (T_1 − T_2) = 1

b_n (T_n − T_(n+1)) + a_n (T_n − T_(n−1)) = 1 for 1 < n < N.

Write D_n = T_n − T_(n+1). Multiply the second equation by c_n and replace a_n c_n by b_(n−1) c_(n−1):

b_n c_n D_n = b_(n−1) c_(n−1) D_(n−1) + c_n.

Since b_1 c_1 D_1 = c_1, each step adds one concentration:

b_n c_n D_n = c_1 + … + c_n.

For positive c_n the right side is positive, so b_n cannot vanish. Dividing and adding D_m, …, D_(N−1) gives

T_m = Σ_(m ≤ n < N) (c_1 + … + c_n)/(b_n c_n).

Conversely, let S_n = c_1 + … + c_n and b_n, c_n > 0. The formula gives b_n D_n = S_n/c_n and, for n > 1, a_n D_(n−1) = S_(n−1)/c_n. Their difference is 1, and b_1 D_1 = 1, so the formula solves the equations.

Your steady flow leads to the same time. Let its populations f_n satisfy f_N = 0 and b_n f_n − a_(n+1) f_(n+1) = J. Multiply each backward equation by f_n, add, and collect the terms in D_n:

f_1 + … + f_(N−1) = Σ_(n < N) (b_n f_n − a_(n+1) f_(n+1)) D_n = J T_1.

So T_1 is the whole population below N divided by J, while c_1/J keeps only the monomers.

```lean
import Mathlib

open Finset

namespace MeanNucleationTime

noncomputable section

/-- Detailed balance below size `N`: at the concentrations `c`, growth from `n` to `n + 1`
at rate `b n` is balanced by loss from `n + 1` at rate `a (n + 1)`. -/
def DetailedBalance (a b c : ℕ → ℝ) (N : ℕ) : Prop :=
  ∀ n, 1 ≤ n → n + 1 < N → a (n + 1) * c (n + 1) = b n * c n

/-- The backward equations for the mean time `T n` in which a cluster of size `n` reaches
size `N`, with growth rates `b`, loss rates `a` and no loss from size one. -/
structure IsMeanTime (a b T : ℕ → ℝ) (N : ℕ) : Prop where
  absorbed : T N = 0
  monomer : b 1 * (T 1 - T 2) = 1
  cluster : ∀ n, 1 ≤ n → n + 1 < N →
    b (n + 1) * (T (n + 1) - T (n + 2)) + a (n + 1) * (T (n + 1) - T n) = 1

/-- A steady flow of clusters: the populations `f` carry the same net flux `J` through every
size below `N`, and clusters are removed at size `N`. -/
structure IsSteadyFlow (a b f : ℕ → ℝ) (J : ℝ) (N : ℕ) : Prop where
  removed : f N = 0
  flux : ∀ n, 1 ≤ n → n < N → b n * f n - a (n + 1) * f (n + 1) = J

/-- The sum of `(c 1 + ... + c n) / (b n * c n)` over the sizes `m ≤ n < N`, for rates and
concentrations that are nonzero at these sizes. -/
def passageTime (b c : ℕ → ℝ) (N m : ℕ) : ℝ :=
  ∑ n ∈ Ico m N, (∑ k ∈ Icc 1 n, c k) / (b n * c n)

/-- Under detailed balance and for `1 ≤ n < N`, the drop in the mean time to reach size `N` on
growing from `n` to `n + 1`, multiplied by the equilibrium growth flux `b n * c n`, is the total
concentration of clusters up to size `n`. -/
theorem flux_mul_time_step {a b c T : ℕ → ℝ} {N : ℕ} (hdb : DetailedBalance a b c N)
    (h : IsMeanTime a b T N) (n : ℕ) (hn : 1 ≤ n) (hnN : n < N) :
    b n * c n * (T n - T (n + 1)) = ∑ k ∈ Icc 1 n, c k := by
  induction n, hn using Nat.le_induction with
  | base =>
    have h1 : b 1 * (T 1 - T (1 + 1)) = 1 := h.monomer
    rw [Icc_self, sum_singleton]
    linear_combination c 1 * h1
  | succ n hn ih =>
    have h1 : b (n + 1) * (T (n + 1) - T (n + 1 + 1)) + a (n + 1) * (T (n + 1) - T n) = 1 :=
      h.cluster n hn hnN
    have h2 := hdb n hn hnN
    have h3 := ih (by omega)
    rw [sum_Icc_succ_top (by omega)]
    -- detailed balance turns the loss term into the previous step
    linear_combination c (n + 1) * h1 - (T (n + 1) - T n) * h2 + h3

/-- Under detailed balance with positive concentrations, the mean time to reach size `N` from
any size `m` between one and `N` is the sum `passageTime`. -/
theorem meanTime_eq_passageTime {a b c T : ℕ → ℝ} {N m : ℕ}
    (hc : ∀ n, 1 ≤ n → n < N → 0 < c n) (hdb : DetailedBalance a b c N)
    (h : IsMeanTime a b T N) (hm : 1 ≤ m) (hmN : m ≤ N) :
    T m = passageTime b c N m := by
  have key : ∀ M, m ≤ M → M ≤ N → T m - T M = passageTime b c M m := by
    intro M hM
    induction M, hM using Nat.le_induction with
    | base => intro _; simp [passageTime]
    | succ M hM ih =>
      intro hMN
      have hS : 0 < ∑ k ∈ Icc 1 M, c k := by
        apply sum_pos
        · intro k hk
          have hk' := mem_Icc.mp hk
          exact hc k hk'.1 (by omega)
        · exact ⟨1, mem_Icc.mpr ⟨le_rfl, by omega⟩⟩
      have hinc := flux_mul_time_step hdb h M (by omega) (by omega)
      -- the equations themselves exclude a vanishing growth rate
      have hne : b M * c M ≠ 0 := by
        intro h0
        rw [h0, zero_mul] at hinc
        linarith
      have hstep : T M - T (M + 1) = (∑ k ∈ Icc 1 M, c k) / (b M * c M) := by
        rw [eq_div_iff hne]
        linear_combination hinc
      have ih' := ih (by omega)
      unfold passageTime at ih' ⊢
      rw [sum_Ico_succ_top hM, ← ih', ← hstep]
      ring
  have hN := key N hmN le_rfl
  rw [h.absorbed, sub_zero] at hN
  exact hN

/-- Mean nucleation time: under detailed balance with positive concentrations, a cluster of
size one reaches size `N` in the mean time `∑ (c 1 + ... + c n) / (b n * c n)`, summed over
the sizes `n` from one to `N - 1`. -/
theorem mean_nucleation_time {a b c T : ℕ → ℝ} {N : ℕ} (hN : 1 ≤ N)
    (hc : ∀ n, 1 ≤ n → n < N → 0 < c n) (hdb : DetailedBalance a b c N)
    (h : IsMeanTime a b T N) :
    T 1 = ∑ n ∈ Ico 1 N, (∑ k ∈ Icc 1 n, c k) / (b n * c n) :=
  meanTime_eq_passageTime hc hdb h le_rfl hN

/-- Conversely, for `N ≥ 2`, positive growth rates and concentrations, and detailed balance,
the sum `passageTime` solves the backward equations. -/
theorem passageTime_isMeanTime {a b c : ℕ → ℝ} {N : ℕ} (hN : 2 ≤ N)
    (hb : ∀ n, 1 ≤ n → n < N → 0 < b n) (hc : ∀ n, 1 ≤ n → n < N → 0 < c n)
    (hdb : DetailedBalance a b c N) : IsMeanTime a b (passageTime b c N) N := by
  have hdiff : ∀ n, n < N → passageTime b c N n - passageTime b c N (n + 1)
      = (∑ k ∈ Icc 1 n, c k) / (b n * c n) := by
    intro n hn
    unfold passageTime
    rw [sum_eq_sum_Ico_succ_bot hn]
    ring
  refine ⟨by simp [passageTime], ?_, ?_⟩
  · have h1 : passageTime b c N 1 - passageTime b c N 2
        = (∑ k ∈ Icc 1 1, c k) / (b 1 * c 1) := hdiff 1 (by omega)
    have hb1 := (hb 1 le_rfl (by omega)).ne'
    have hc1 := (hc 1 le_rfl (by omega)).ne'
    rw [h1, Icc_self, sum_singleton]
    field_simp
  · intro n hn hnN
    have h1 : passageTime b c N (n + 1) - passageTime b c N (n + 2)
        = (∑ k ∈ Icc 1 (n + 1), c k) / (b (n + 1) * c (n + 1)) := hdiff (n + 1) hnN
    have h0 : passageTime b c N (n + 1) - passageTime b c N n
        = -((∑ k ∈ Icc 1 n, c k) / (b n * c n)) := by
      linarith [hdiff n (by omega)]
    have hbn := (hb n hn (by omega)).ne'
    have hcn := (hc n hn (by omega)).ne'
    have hbs := (hb (n + 1) (by omega) hnN).ne'
    have hcs := (hc (n + 1) (by omega) hnN).ne'
    -- detailed balance fixes the loss rate
    have ha : a (n + 1) = b n * c n / c (n + 1) := by
      rw [eq_div_iff hcs]
      exact hdb n hn hnN
    rw [h1, h0, ha, sum_Icc_succ_top (by omega)]
    field_simp
    ring

/-- For `N ≥ 2`, the total population below size `N` in a steady flow is the flux times the
mean time to reach size `N` from size one. -/
theorem population_eq_flux_mul_time {a b f T : ℕ → ℝ} {J : ℝ} {N : ℕ} (hN : 2 ≤ N)
    (hf : IsSteadyFlow a b f J N) (h : IsMeanTime a b T N) :
    ∑ n ∈ Ico 1 N, f n = J * T 1 := by
  -- summation by parts, with the boundary term at the upper end
  have key : ∀ M, 1 ≤ M → M < N → ∑ n ∈ Ico 1 (M + 1), f n
      = J * (T 1 - T (M + 1)) + a (M + 1) * f (M + 1) * (T M - T (M + 1)) := by
    intro M hM
    induction M, hM using Nat.le_induction with
    | base =>
      intro h1N
      have h1 : b 1 * (T 1 - T (1 + 1)) = 1 := h.monomer
      have h2 := hf.flux 1 le_rfl h1N
      rw [sum_Ico_succ_top le_rfl, Ico_self, sum_empty]
      linear_combination (-f 1) * h1 + (T 1 - T (1 + 1)) * h2
    | succ M hM ih =>
      intro hMN
      have h1 : b (M + 1) * (T (M + 1) - T (M + 1 + 1))
          + a (M + 1) * (T (M + 1) - T M) = 1 := h.cluster M hM hMN
      have h2 := hf.flux (M + 1) (by omega) hMN
      rw [sum_Ico_succ_top (by omega), ih (by omega)]
      linear_combination (-f (M + 1)) * h1 + (T (M + 1) - T (M + 1 + 1)) * h2
  obtain ⟨M, rfl⟩ : ∃ M, N = M + 1 := ⟨N - 1, by omega⟩
  have hk := key M (by omega) (by omega)
  rw [hf.removed, h.absorbed] at hk
  rw [hk]
  ring

/-- With all rates and concentrations equal to one, detailed balance holds, the times
`(N (N - 1) - m (m - 1)) / 2` solve the backward equations, and the populations `N - n` form
a steady flow of unit flux. -/
theorem unit_rates_witness (N : ℕ) :
    DetailedBalance (fun _ => 1) (fun _ => 1) (fun _ => 1) N ∧
    IsMeanTime (fun _ => 1) (fun _ => 1)
      (fun m => ((N : ℝ) * (N - 1) - m * (m - 1)) / 2) N ∧
    IsSteadyFlow (fun _ => 1) (fun _ => 1) (fun n => (N : ℝ) - n) 1 N := by
  refine ⟨fun _ _ _ => rfl, ⟨?_, ?_, ?_⟩, ⟨?_, ?_⟩⟩
  · ring
  · push_cast
    ring
  · intro n _ _
    push_cast
    ring
  · ring
  · intro n _ _
    push_cast
    ring

end

end MeanNucleationTime
```

```lean
#print axioms MeanNucleationTime.mean_nucleation_time
#print axioms MeanNucleationTime.passageTime_isMeanTime
#print axioms MeanNucleationTime.population_eq_flux_mul_time
```

```
'MeanNucleationTime.mean_nucleation_time' depends on axioms: [propext, Classical.choice, Quot.sound]
'MeanNucleationTime.passageTime_isMeanTime' depends on axioms: [propext, Classical.choice, Quot.sound]
'MeanNucleationTime.population_eq_flux_mul_time' depends on axioms: [propext, Classical.choice, Quot.sound]
```

In the Lean code, `a` holds loss rates and `b` growth rates; some texts swap these letters. Rates, concentrations, populations and times are real-valued functions on the natural numbers, and the flux `J` is a real number. `DetailedBalance` makes `c` the concentrations at which growth and loss cancel between neighbouring sizes below N. `IsMeanTime` contains the backward equations, with the interior one written for size `n + 1`; its `monomer` field says that a cluster of size one cannot shrink. `IsSteadyFlow` describes the removal at N and the common flux.

The time in `mean_nucleation_time` is that of one given cluster, not the wait for the first nucleus in a sample. The theorem assumes positive `c` below N, but no sign for the rates. It allows N = 1, where the sum is empty and T_1 = 0. The model has fixed rates and single-monomer steps, so depletion of the monomers and merging of clusters are left out. That the solution `T` is the average first-passage time of a random growth process is the step from the equations to the physics, and it is assumed here.

`flux_mul_time_step` is the induction for b_n c_n D_n; its `linear_combination` multiplies the backward equation by `c (n + 1)` and uses detailed balance to bring in the previous step. `meanTime_eq_passageTime` telescopes by induction on an upper limit `M`, with `hne` excluding a zero denominator. `passageTime_isMeanTime` proves the converse by solving detailed balance for the loss rate.

`population_eq_flux_mul_time` needs no detailed balance. Its induction carries a boundary term containing `f (M + 1)`, which vanishes at N. `unit_rates_witness` gives an explicit example for every N: with unit rates and N = 4, T_1 = 1 + 2 + 3 = 6.

In a simulation study of nucleation by single-monomer steps, a free-energy profile G(n), computed from the equilibrium numbers of clusters of each size (not from the f_n of the steady flow), supplies c_n ∝ exp(−G(n)/kT), where kT is the thermal energy, and b_n comes from the attachment kinetics. One loop over n then adds c_n to a running total S and S/(b_n c_n) to the time. The common prefactor of the c_n cancels, so the profile is needed only up to a constant. The result is the mean time for one given cluster, starting at size one, to reach size N. In a box with many monomers, the first cluster of size N appears sooner on average.
